# A smooth GGA energy density can produce a 1/r potential at a density cusp

A radial Kohn–Sham solver that starts its outward integration with a power series needs the coefficient of 1/r in the potential. With a GGA, this coefficient can differ from the bare nuclear value −Z (nuclear charge Z, Hartree atomic units). The shift follows from the density and its slope at the nucleus, provided that the density is spherical and twice continuously differentiable (C²) up to r = 0, and that the energy density is C² near the values taken there.

## The potential of a spherical density

Let n(r) be the density and f(n,g) the energy per volume, with g = n'(r) the signed radial slope. Write f_n and f_g for the partial derivatives along the profile, and h(r) = f_g(n(r), n'(r)). Varying E = ∫ 4πr² f dr by a δn that vanishes near the nucleus and at large r gives

δE = ∫ 4π (r² f_n δn + r² h δn') dr = ∫ 4πr² [f_n − (r²h)'/r²] δn dr.

The bracket is the potential:

v = f_n − (r²h)'/r² = f_n − h' − 2h/r.

## The limit and its Lean form

The main theorem, `mul_ggaPotential_tendsto`, says that

r v(r) → −2h(0) as r → 0+.

In Lean, `radialSlope` is the derivative within [0,∞), hence the one-sided cusp slope at r = 0. `response f n w` is the derivative of f in direction w along the profile: (1,0) gives f_n, and (0,1) gives h, named `gradResponse`. The filter `𝓝[>] 0` means r → 0+.

The hypothesis `hf` asks for smoothness of f only near (n(0), n'(0)), so f may be singular at zero density if n(0) > 0. `hn` says that n is C² on [0,∞).

The file takes the formula for v as a definition; the variation above is not formalised. The density is given, not self-consistent, and there is no spin or angular dependence.

## Only the geometric term survives

By the chain rule, for small r > 0,

h' = f_gn n' + f_gg n''.

Every factor has a finite limit at the nucleus, so r h' → 0. Likewise r f_n → 0, and h(r) → h(0). Therefore

r v = r f_n − r h' − 2h → −2h(0).

Four consequences follow.

- Adding −Z/r gives r(−Z/r + v) → −(Z + 2h(0)), an effective charge Z + 2h(0). For a finite number of electrons the Hartree potential stays finite at r = 0 and leaves this charge unchanged.
- If h(0) ≠ 0, then |v| = |r v|/r → ∞.
- If f is even in g, then f_g(n,0) = −f_g(n,0) = 0, so a density with n'(0) = 0 has no shift.
- For f = g²/2 and n = exp(−kr), h(0) = n'(0) = −k, so r v → 2k. For k > 0 the effective charge falls to Z − 2k.

## A density that is only C¹ at the nucleus

Take f = g²/2 and, near the nucleus, n(r) = 1 + ∫₀ʳ s sin(1/s) ds. Then h = n' = r sin(1/r) tends to 0, but n'' has no limit, and

r v = cos(1/r) − 3r sin(1/r)

oscillates without converging.

## The squared gradient as variable

With f(n,g) = F(n,σ) and σ = g², one has h = 2F_σ n', and the limit becomes −4F_σ n'(0). Evenness in g would then be built in. Requiring F to be C² would, however, exclude f = |g|³ at zero slope, which the present version admits.

## The complete file

```lean
import Mathlib

open Filter Topology Set

namespace GGACuspPotential

noncomputable section

/-- The radial slope `n'(r)` of a density on the half-line `r ≥ 0`; at the nucleus it is the
one-sided derivative. -/
def radialSlope (n : ℝ → ℝ) (r : ℝ) : ℝ := derivWithin n (Ici 0) r

/-- The partial derivative of the energy density `f(n,g)` in the direction `w`, taken along the
density profile at radius `r`. -/
def response (f : ℝ × ℝ → ℝ) (n : ℝ → ℝ) (w : ℝ × ℝ) (r : ℝ) : ℝ :=
  fderiv ℝ f (n r, radialSlope n r) w

/-- The gradient response `h(r) = f_g(n(r), n'(r))`. -/
def gradResponse (f : ℝ × ℝ → ℝ) (n : ℝ → ℝ) (r : ℝ) : ℝ := response f n (0, 1) r

/-- The radial GGA potential `v = f_n - h' - 2h/r`, for `r > 0`. -/
def ggaPotential (f : ℝ × ℝ → ℝ) (n : ℝ → ℝ) (r : ℝ) : ℝ :=
  response f n (1, 0) r - deriv (gradResponse f n) r - 2 * gradResponse f n r / r

/-- Away from the nucleus, wherever the gradient response `h` is differentiable, the GGA potential
is `f_n` minus the radial divergence `(r² h)' / r²` of the gradient response. -/
theorem ggaPotential_eq_divergence (f : ℝ × ℝ → ℝ) (n : ℝ → ℝ) {r : ℝ} (hr : r ≠ 0)
    (hd : DifferentiableAt ℝ (gradResponse f n) r) :
    ggaPotential f n r =
      response f n (1, 0) r - deriv (fun s => s ^ 2 * gradResponse f n s) r / r ^ 2 := by
  have e : deriv (fun s => s ^ 2 * gradResponse f n s) r
      = 2 * r * gradResponse f n r + r ^ 2 * deriv (gradResponse f n) r :=
    HasDerivAt.deriv
      (((hasDerivAt_pow 2 r).fun_mul hd.hasDerivAt).congr_deriv (by norm_num))
  rw [e, ggaPotential]
  field_simp
  ring

/-- For a density that is C² up to the nucleus and an energy density that is C² near the nuclear
values, every partial derivative along the profile is C¹ at the nucleus from the right. -/
theorem response_contDiff {f : ℝ × ℝ → ℝ} {n : ℝ → ℝ}
    (hf : ContDiffAt ℝ 2 f (n 0, radialSlope n 0)) (hn : ContDiffOn ℝ 2 n (Ici 0))
    (w : ℝ × ℝ) : ContDiffWithinAt ℝ 1 (response f n w) (Ici 0) 0 := by
  have h0 : (0 : ℝ) ∈ Ici (0 : ℝ) := mem_Ici.2 le_rfl
  have hs : ContDiffOn ℝ 1 (radialSlope n) (Ici 0) :=
    hn.derivWithin (uniqueDiffOn_Ici 0) one_add_one_eq_two.le
  have hp : ContDiffWithinAt ℝ 1 (fun r => (n r, radialSlope n r)) (Ici 0) 0 :=
    ((hn 0 h0).of_le (by norm_num)).prodMk (hs 0 h0)
  have hF : ContDiffAt ℝ 1 (fderiv ℝ f) (n 0, radialSlope n 0) :=
    hf.fderiv_right one_add_one_eq_two.le
  exact (hF.comp_contDiffWithinAt 0 hp).clm_apply contDiffWithinAt_const

/-- If a radial function is C¹ at the nucleus from the right, then `r h'(r)` vanishes there. -/
theorem mul_deriv_tendsto_zero {h : ℝ → ℝ} (hc : ContDiffWithinAt ℝ 1 h (Ici 0) 0) :
    Tendsto (fun r => r * deriv h r) (𝓝[>] 0) (𝓝 0) := by
  have h1 : ContinuousWithinAt (fderivWithin ℝ h (Ici 0)) (Ici 0) 0 :=
    (hc.fderivWithin_right (m := 0) (uniqueDiffOn_Ici 0) (by norm_num)
      (mem_Ici.2 le_rfl)).continuousWithinAt
  have h2 : Tendsto (fun r => fderivWithin ℝ h (Ici 0) r 1) (𝓝[>] 0)
      (𝓝 (fderivWithin ℝ h (Ici 0) 0 1)) :=
    (h1.mono Ioi_subset_Ici_self).clm_apply continuousWithinAt_const
  have h3 : Tendsto (fun r : ℝ => r) (𝓝[>] 0) (𝓝 0) :=
    (continuous_id.tendsto 0).mono_left nhdsWithin_le_nhds
  have h4 := h3.mul h2
  rw [zero_mul] at h4
  refine h4.congr' ?_
  -- for r > 0 the one-sided and the ordinary derivative agree
  filter_upwards [self_mem_nhdsWithin] with r hr
  have e : derivWithin h (Ici 0) r = deriv h r := derivWithin_of_mem_nhds (Ici_mem_nhds hr)
  rw [← e]
  rfl

/-- For a density that is C² up to the nucleus and an energy density that is C² near the nuclear
values, `r v(r)` tends to `-2 h(0)` as `r → 0+`, where `h(0) = f_g(n(0), n'(0))`. -/
theorem mul_ggaPotential_tendsto {f : ℝ × ℝ → ℝ} {n : ℝ → ℝ}
    (hf : ContDiffAt ℝ 2 f (n 0, radialSlope n 0)) (hn : ContDiffOn ℝ 2 n (Ici 0)) :
    Tendsto (fun r => r * ggaPotential f n r) (𝓝[>] 0) (𝓝 (-2 * gradResponse f n 0)) := by
  have hc : ContDiffWithinAt ℝ 1 (gradResponse f n) (Ici 0) 0 := response_contDiff hf hn (0, 1)
  have hr : Tendsto (fun r : ℝ => r) (𝓝[>] 0) (𝓝 0) :=
    (continuous_id.tendsto 0).mono_left nhdsWithin_le_nhds
  have ha : Tendsto (response f n (1, 0)) (𝓝[>] 0) (𝓝 (response f n (1, 0) 0)) :=
    (response_contDiff hf hn (1, 0)).continuousWithinAt.mono Ioi_subset_Ici_self
  have hb : Tendsto (gradResponse f n) (𝓝[>] 0) (𝓝 (gradResponse f n 0)) :=
    hc.continuousWithinAt.mono Ioi_subset_Ici_self
  -- only the geometric term 2h/r survives multiplication by r
  have key := ((hr.mul ha).sub (mul_deriv_tendsto_zero hc)).sub (hb.const_mul 2)
  have e : 0 * response f n (1, 0) 0 - 0 - 2 * gradResponse f n 0
      = -2 * gradResponse f n 0 := by ring
  rw [e] at key
  refine key.congr' ?_
  filter_upwards [self_mem_nhdsWithin] with r hr
  have hr0 : r ≠ 0 := ne_of_gt hr
  rw [ggaPotential]
  field_simp

/-- For a density that is C² up to the nucleus and an energy density that is C² near the nuclear
values, `r (-Z/r + v(r))` tends to `-(Z + 2 h(0))` as `r → 0+`. -/
theorem effective_nuclear_charge {f : ℝ × ℝ → ℝ} {n : ℝ → ℝ} (Z : ℝ)
    (hf : ContDiffAt ℝ 2 f (n 0, radialSlope n 0)) (hn : ContDiffOn ℝ 2 n (Ici 0)) :
    Tendsto (fun r => r * (-Z / r + ggaPotential f n r)) (𝓝[>] 0)
      (𝓝 (-(Z + 2 * gradResponse f n 0))) := by
  have key := (mul_ggaPotential_tendsto hf hn).const_add (-Z)
  have e : -Z + -2 * gradResponse f n 0 = -(Z + 2 * gradResponse f n 0) := by ring
  rw [e] at key
  refine key.congr' ?_
  filter_upwards [self_mem_nhdsWithin] with r hr
  have hr0 : r ≠ 0 := ne_of_gt hr
  rw [mul_add, mul_div_cancel₀ _ hr0]

/-- Let the density be C² up to the nucleus and the energy density C² near the nuclear values. If
the gradient response at the nucleus is nonzero, the GGA potential diverges there in absolute value.
-/
theorem abs_ggaPotential_tendsto_atTop {f : ℝ × ℝ → ℝ} {n : ℝ → ℝ}
    (hf : ContDiffAt ℝ 2 f (n 0, radialSlope n 0)) (hn : ContDiffOn ℝ 2 n (Ici 0))
    (h0 : gradResponse f n 0 ≠ 0) :
    Tendsto (fun r => |ggaPotential f n r|) (𝓝[>] 0) atTop := by
  have hpos : 0 < |-2 * gradResponse f n 0| := abs_pos.2 (mul_ne_zero (by norm_num) h0)
  have key := Tendsto.pos_mul_atTop hpos (mul_ggaPotential_tendsto hf hn).abs
    tendsto_inv_nhdsGT_zero
  refine key.congr' ?_
  filter_upwards [self_mem_nhdsWithin] with r hr
  have hr' : 0 < r := hr
  rw [abs_mul, abs_of_pos hr']
  field_simp

/-- Where `f` is differentiable, its derivative along `(0,1)` is the ordinary derivative in the
gradient variable at fixed density. -/
theorem fderiv_gradient {f : ℝ × ℝ → ℝ} {a g : ℝ} (hf : DifferentiableAt ℝ f (a, g)) :
    fderiv ℝ f (a, g) (0, 1) = deriv (fun x => f (a, x)) g := by
  have hline : HasDerivAt (fun x : ℝ => (a, x)) ((0 : ℝ), (1 : ℝ)) g :=
    (hasDerivAt_const g a).prodMk (hasDerivAt_id g)
  exact (hf.hasFDerivAt.comp_hasDerivAt g hline).deriv.symm

/-- Let the density be C² up to the nucleus and the energy density C² near the nuclear values. If
the energy density is even in the gradient and the density has zero slope at the nucleus, then `r
v(r)` tends to zero as `r → 0+`. -/
theorem no_shift_without_cusp {f : ℝ × ℝ → ℝ} {n : ℝ → ℝ}
    (hf : ContDiffAt ℝ 2 f (n 0, radialSlope n 0)) (hn : ContDiffOn ℝ 2 n (Ici 0))
    (heven : ∀ a g, f (a, -g) = f (a, g)) (hslope : radialSlope n 0 = 0) :
    Tendsto (fun r => r * ggaPotential f n r) (𝓝[>] 0) (𝓝 0) := by
  have h := deriv_comp_neg (fun g => f (n 0, g)) 0
  simp only [heven, neg_zero] at h
  have hz : gradResponse f n 0 = 0 := by
    rw [gradResponse, response, fderiv_gradient (hf.differentiableAt (by norm_num)), hslope]
    linarith
  have key := mul_ggaPotential_tendsto hf hn
  rwa [hz, mul_zero] at key

/-- For the squared-gradient energy density `g²/2` and the exponential density `exp(-kr)`,
`r v(r)` tends to `2k` at the nucleus. -/
theorem squared_gradient_exponential (k : ℝ) :
    Tendsto (fun r => r * ggaPotential (fun p => p.2 ^ 2 / 2) (fun s => Real.exp (-k * s)) r)
      (𝓝[>] 0) (𝓝 (2 * k)) := by
  have hf : ContDiff ℝ 2 (fun p : ℝ × ℝ => p.2 ^ 2 / 2) := (contDiff_snd.pow 2).div_const 2
  have hn : ContDiff ℝ 2 (fun s : ℝ => Real.exp (-k * s)) :=
    (contDiff_const.mul contDiff_id).exp
  have hd : HasDerivAt (fun s : ℝ => Real.exp (-k * s)) (-k) 0 := by
    have := ((hasDerivAt_id (0 : ℝ)).const_mul (-k)).exp
    simpa using this
  have hs : radialSlope (fun s : ℝ => Real.exp (-k * s)) 0 = -k :=
    hd.hasDerivWithinAt.derivWithin (uniqueDiffOn_Ici 0 0 (mem_Ici.2 le_rfl))
  have hg : ∀ a g : ℝ, fderiv ℝ (fun p : ℝ × ℝ => p.2 ^ 2 / 2) (a, g) (0, 1) = g := by
    intro a g
    rw [fderiv_gradient (hf.differentiable (by norm_num) _)]
    exact HasDerivAt.deriv (((hasDerivAt_pow 2 g).div_const 2).congr_deriv (by norm_num))
  have key := mul_ggaPotential_tendsto hf.contDiffAt hn.contDiffOn
  rw [gradResponse, response, hg, hs] at key
  have e : -2 * -k = 2 * k := by ring
  rwa [e] at key

end

end GGACuspPotential
```

```lean
#print axioms GGACuspPotential.effective_nuclear_charge
#print axioms GGACuspPotential.abs_ggaPotential_tendsto_atTop
#print axioms GGACuspPotential.no_shift_without_cusp
#print axioms GGACuspPotential.squared_gradient_exponential
```

```
'GGACuspPotential.effective_nuclear_charge' depends on axioms: [propext, Classical.choice, Quot.sound]
'GGACuspPotential.abs_ggaPotential_tendsto_atTop' depends on axioms: [propext, Classical.choice, Quot.sound]
'GGACuspPotential.no_shift_without_cusp' depends on axioms: [propext, Classical.choice, Quot.sound]
'GGACuspPotential.squared_gradient_exponential' depends on axioms: [propext, Classical.choice, Quot.sound]
```

## How the proof follows the limits

`ggaPotential_eq_divergence` applies the product rule to r²h and so links the two forms of v.

`response_contDiff` replaces the explicit chain rule. The slope of a C² density is C¹, the derivative of f is C¹ near the nuclear values, and their composition is C¹ from the right.

`mul_deriv_tendsto_zero` turns this into r h' → 0: the one-sided derivative is continuous at 0, and for r > 0 it equals the ordinary one.

The main theorem combines the three limits in `key`. Then `congr'` needs the identity for r v only at r > 0, where `field_simp` clears the denominator.

`effective_nuclear_charge` adds the constant −Z to that limit, and `abs_ggaPotential_tendsto_atTop` multiplies |r v| by 1/r. `fderiv_gradient` identifies the derivative along (0,1) with the ordinary g-derivative at fixed density. `no_shift_without_cusp` uses it with `deriv_comp_neg` for the evenness argument, and `squared_gradient_exponential` uses it to compute h(0) = −k.
